# Kramers–Kronig fails off resonance for a saturated two-level absorber

A monochromatic field of angular frequency \(\omega\) drives a two-level absorber with resonance frequency \(\omega_0\), and is strong enough to deplete the ground state. Its frequency is scanned at constant intensity, and at each setting the steady-state absorption and dispersion felt by this same field are recorded. Does the Kramers–Kronig integral of the absorption curve return the dispersion curve?

Let \(x=(\omega-\omega_0)T_2\) be the detuning in units of the inverse coherence time \(T_2\), and let \(s\ge 0\) be the saturation, proportional to the intensity. Here \(s\) is the on-resonance saturation parameter, often written \(s_0\); it does not vary with \(x\). In units of its unsaturated magnitude on resonance, the susceptibility is

\[
\chi_s(x)=\frac{i-x}{1+s+x^2}.
\]

Fields vary as \(e^{-i\omega t}\), so absorption means \(\operatorname{Im}\chi_s>0\), and the Kramers–Kronig relation at detuning \(w\) reads

\[
\operatorname{Re}\chi_s(w)=\frac1\pi\,\mathrm{P}\!\!\int_{-\infty}^{\infty}\frac{\operatorname{Im}\chi_s(x)}{x-w}\,dx .
\]

For this susceptibility the right-hand side equals \(\operatorname{Re}\chi_s(w)/\sqrt{1+s}\). The relation therefore fails at every \(w\neq0\) once \(s>0\).

In Lean 4 with Mathlib:

```lean
import Mathlib

open Filter Topology MeasureTheory Set
open scoped Real

namespace SaturatedAbsorber

noncomputable section
```

The formula for \(\chi_s\) is taken as a definition. Its derivation from the optical Bloch equations, in the rotating-wave approximation and with the detuning extended to the whole real line, is the physical step that the theorems take for granted. The definition accepts a complex detuning `z`, which is needed later for the poles; a real detuning is read as a complex number.

```lean
/-- Susceptibility of a saturated two-level absorber at complex detuning `z` and saturation `s`,
on the domain `1 + s + z ^ 2 ≠ 0`. -/
def chi (s : ℝ) (z : ℂ) : ℂ := (Complex.I - z) / (1 + s + z ^ 2)
```

The principal value is defined by cutting out a symmetric gap:

\[
\mathrm{P}\!\!\int\frac{f(x)}{x-w}dx=\lim_{\varepsilon\to0^+}\left[\int_{-\infty}^{w-\varepsilon}\frac{f(x)}{x-w}dx+\int_{w+\varepsilon}^{\infty}\frac{f(x)}{x-w}dx\right].
\]

```lean
/-- The principal value of the integral of `f x / (x - w)` over the real line exists and equals
`L`: the integrals outside a symmetric gap around `w` converge absolutely, and their sum tends
to `L` as the gap closes. -/
def HasPrincipalValue (f : ℝ → ℝ) (w L : ℝ) : Prop :=
  (∀ ε > 0, IntegrableOn (fun x => f x / (x - w)) (Iic (w - ε)) ∧
    IntegrableOn (fun x => f x / (x - w)) (Ioi (w + ε))) ∧
  Tendsto (fun ε => (∫ x in Iic (w - ε), f x / (x - w)) + ∫ x in Ioi (w + ε), f x / (x - w))
    (𝓝[>] 0) (𝓝 L)
```

`HasPrincipalValue f w L` says that both outer integrals converge absolutely for every \(\varepsilon>0\), and that their sum tends to \(L\). The sets `Iic (w - ε)` and `Ioi (w + ε)` are the two half-lines, and `𝓝[>] 0` expresses \(\varepsilon\to0^+\). There is no factor \(1/\pi\) in this definition, so \(\pi\) appears in the value \(L\).

## An explicit primitive

Write \(a=\sqrt{1+s}\), the power-broadened half-width, and \(D=1+s+w^2\). Since \((a^2+x^2)-(x+w)(x-w)=D\),

\[
\frac{1}{(a^2+x^2)(x-w)}=\frac1D\left[\frac1{x-w}-\frac{x}{a^2+x^2}-\frac{w}{a^2+x^2}\right].
\]

Integrating term by term gives

\[
F(x)=\frac1D\left[\ln|x-w|-\tfrac12\ln(a^2+x^2)-\frac wa\arctan\frac xa\right].
\]

```lean
/-- A primitive of the dispersion integrand `Im χ(x) / (x - w)`, for `s ≥ 0` and `x ≠ w`. -/
def primitive (s w x : ℝ) : ℝ :=
  (Real.log (x - w) - Real.log (1 + s + x ^ 2) / 2
    - w / √(1 + s) * Real.arctan (x / √(1 + s))) / (1 + s + w ^ 2)
```

The absolute value is implicit in the code: Mathlib's `Real.log` of a negative number is the logarithm of its modulus, so one formula serves on both sides of \(w\).

On the real axis the denominator of \(\chi_s\) is real, and the two parts can be read off:

\[
\operatorname{Re}\chi_s(x)=-\frac{x}{1+s+x^2},\qquad \operatorname{Im}\chi_s(x)=\frac1{1+s+x^2}.
\]

```lean
/-- Dispersive (real) and absorptive (imaginary) parts of the susceptibility at real detuning. -/
theorem chi_re_im (s x : ℝ) :
    (chi s x).re = -x / (1 + s + x ^ 2) ∧ (chi s x).im = 1 / (1 + s + x ^ 2) := by
  have h : chi s x = ⟨-x / (1 + s + x ^ 2), 1 / (1 + s + x ^ 2)⟩ := by
    rw [Complex.mk_eq_add_mul_I]
    unfold chi
    push_cast
    ring
  rw [h]
  exact ⟨rfl, rfl⟩
```

Outside the gap \(|x-w|\ge\varepsilon\), and \(s\ge0\) gives \(1+s+x^2\ge1+x^2\). Hence

\[
\left|\frac{\operatorname{Im}\chi_s(x)}{x-w}\right|\le\frac{1}{\varepsilon(1+x^2)},
\]

and the right-hand side is integrable over the real line.

```lean
/-- For `s ≥ 0` the dispersion integrand is absolutely integrable on every measurable set of
detunings that stays at least a distance `ε > 0` away from `w`. -/
theorem integrableOn_excised {s w ε : ℝ} (hs : 0 ≤ s) (hε : 0 < ε) {S : Set ℝ}
    (hS : MeasurableSet S) (hd : ∀ x ∈ S, ε ≤ |x - w|) :
    IntegrableOn (fun x : ℝ => (chi s x).im / (x - w)) S := by
  simp only [(chi_re_im s _).2]
  -- compare with the integrable function 1 / (ε (1 + x²))
  refine Integrable.mono' (g := fun x : ℝ => ε⁻¹ * (1 + x ^ 2)⁻¹)
    (integrable_inv_one_add_sq.const_mul ε⁻¹).integrableOn ?_ ?_
  · exact (by fun_prop : Measurable fun x : ℝ =>
      1 / (1 + s + x ^ 2) / (x - w)).aestronglyMeasurable
  · refine (ae_restrict_iff' hS).2 (ae_of_all _ fun x hx => ?_)
    have hp : 0 < 1 / (1 + s + x ^ 2) := by positivity
    rw [norm_div, Real.norm_eq_abs, Real.norm_eq_abs, abs_of_pos hp]
    calc 1 / (1 + s + x ^ 2) / |x - w| ≤ 1 / (1 + x ^ 2) / ε :=
          div_le_div₀ (by positivity)
            (one_div_le_one_div_of_le (by positivity) (by linarith)) hε (hd x hx)
      _ = ε⁻¹ * (1 + x ^ 2)⁻¹ := by rw [one_div, div_eq_mul_inv, mul_comm]
```

`Integrable.mono'` is the comparison test, and the `calc` block is the displayed bound.

Next, \(F\) is differentiated at \(x\ne w\). The three terms give

\[
F'(x)=\frac1D\left[\frac1{x-w}-\frac{x}{a^2+x^2}-\frac{w}{a^2+x^2}\right]=\frac{\operatorname{Im}\chi_s(x)}{x-w},
\]

by the partial-fraction identity above.

```lean
/-- For `s ≥ 0` and `x ≠ w`, the derivative of the primitive is the dispersion integrand. -/
theorem hasDerivAt_primitive {s w x : ℝ} (hs : 0 ≤ s) (hx : x ≠ w) :
    HasDerivAt (primitive s w) ((chi s x).im / (x - w)) x := by
  obtain ⟨a, ha, ha2, hsq⟩ : ∃ a : ℝ, 0 < a ∧ a ^ 2 = 1 + s ∧ √(1 + s) = a :=
    ⟨_, Real.sqrt_pos.2 (by positivity), Real.sq_sqrt (by positivity), rfl⟩
  have hxw : x - w ≠ 0 := sub_ne_zero.2 hx
  have hQ : 1 + s + x ^ 2 ≠ 0 := by positivity
  have hD : 1 + s + w ^ 2 ≠ 0 := by positivity
  have h1 := ((hasDerivAt_id' x).sub_const w).log hxw
  have hq : HasDerivAt (fun y : ℝ => 1 + s + y ^ 2) (2 * x) x :=
    ((hasDerivAt_pow 2 x).const_add (1 + s)).congr_deriv (by norm_num)
  have h2 := hq.log hQ
  have h3 := ((hasDerivAt_id' x).div_const a).arctan
  have h : w / a * (1 / (1 + (x / a) ^ 2) * (1 / a)) = w / (1 + s + x ^ 2) := by
    have e : 1 + (x / a) ^ 2 = (a ^ 2 + x ^ 2) / a ^ 2 := by field_simp
    rw [← ha2, e]
    field_simp
  unfold primitive
  rw [hsq, (chi_re_im s x).2]
  refine (((h1.fun_sub (h2.div_const 2)).fun_sub (h3.const_mul (w / a))).div_const
    (1 + s + w ^ 2)).congr_deriv ?_
  rw [h]
  field_simp
  ring
```

Here `h1`, `h2` and `h3` differentiate the two logarithms and the arctangent, and `h` simplifies the arctangent term. The closing `field_simp` and `ring` verify the partial-fraction identity.

## What survives at infinite detuning

With \(u=1/x\), the logarithms combine to

\[
\ln|x-w|-\tfrac12\ln(a^2+x^2)=\ln|1-wu|-\tfrac12\ln(1+a^2u^2)\longrightarrow 0\qquad(u\to0).
\]

The arctangent tends to \(\pm\pi/2\), so

\[
F(+\infty)=-\frac{\pi w}{2aD},\qquad F(-\infty)=+\frac{\pi w}{2aD}.
\]

```lean
/-- For `s ≥ 0` the primitive has opposite finite limits at infinite positive and negative
detuning. -/
theorem tendsto_primitive {s : ℝ} (hs : 0 ≤ s) (w : ℝ) :
    Tendsto (primitive s w) atTop (𝓝 (-(w / √(1 + s) * (π / 2)) / (1 + s + w ^ 2))) ∧
    Tendsto (primitive s w) atBot (𝓝 (w / √(1 + s) * (π / 2) / (1 + s + w ^ 2))) := by
  have ha : 0 < √(1 + s) := Real.sqrt_pos.2 (by positivity)
  -- in the variable u = 1/x the two logarithms combine to a function vanishing at u = 0
  have hg : ContinuousAt (fun u : ℝ =>
      Real.log (1 - w * u) - Real.log ((1 + s) * u ^ 2 + 1) / 2) 0 :=
    (ContinuousAt.log (by fun_prop) (by norm_num)).sub
      ((ContinuousAt.log (by fun_prop) (by norm_num)).div_const 2)
  have ht : Tendsto (fun u : ℝ =>
      Real.log (1 - w * u) - Real.log ((1 + s) * u ^ 2 + 1) / 2) (𝓝 0) (𝓝 0) := by
    simpa using hg.tendsto
  have gen : ∀ (l : Filter ℝ), Tendsto (fun x : ℝ => x⁻¹) l (𝓝 0) →
      (∀ᶠ x in l, x ≠ 0 ∧ x ≠ w) →
      Tendsto (fun x => Real.log (x - w) - Real.log (1 + s + x ^ 2) / 2) l (𝓝 0) := by
    intro l hl hne
    refine (ht.comp hl).congr' ?_
    filter_upwards [hne] with x hx
    have key : ∀ u : ℝ, x * u = 1 →
        Real.log (1 - w * u) - Real.log ((1 + s) * u ^ 2 + 1) / 2
          = Real.log (x - w) - Real.log (1 + s + x ^ 2) / 2 := by
      intro u hu
      have e1 : x - w = x * (1 - w * u) := by linear_combination w * hu
      have e2 : 1 + s + x ^ 2 = x ^ 2 * ((1 + s) * u ^ 2 + 1) := by
        linear_combination -(1 + s) * (x * u + 1) * hu
      have n1 : 1 - w * u ≠ 0 := fun h0 => sub_ne_zero.2 hx.2 (by rw [e1, h0, mul_zero])
      have n2 : (1 + s) * u ^ 2 + 1 ≠ 0 := by positivity
      rw [e1, e2, Real.log_mul hx.1 n1, Real.log_mul (pow_ne_zero 2 hx.1) n2, Real.log_pow]
      push_cast
      ring
    exact key _ (mul_inv_cancel₀ hx.1)
  have top := (Real.tendsto_arctan_atTop.mono_right nhdsWithin_le_nhds).comp
    (tendsto_id.atTop_div_const ha)
  have bot := (Real.tendsto_arctan_atBot.mono_right nhdsWithin_le_nhds).comp
    (tendsto_id.atBot_div_const ha)
  constructor
  · have e : -(w / √(1 + s) * (π / 2)) / (1 + s + w ^ 2)
        = (0 - w / √(1 + s) * (π / 2)) / (1 + s + w ^ 2) := by ring
    rw [e]
    exact ((gen atTop tendsto_inv_atTop_zero
      ((eventually_ne_atTop 0).and (eventually_ne_atTop w))).sub
      (top.const_mul (w / √(1 + s)))).div_const (1 + s + w ^ 2)
  · have e : w / √(1 + s) * (π / 2) / (1 + s + w ^ 2)
        = (0 - w / √(1 + s) * -(π / 2)) / (1 + s + w ^ 2) := by ring
    rw [e]
    exact ((gen atBot tendsto_inv_atBot_zero
      ((eventually_ne_atBot 0).and (eventually_ne_atBot w))).sub
      (bot.const_mul (w / √(1 + s)))).div_const (1 + s + w ^ 2)
```

The auxiliary statement `gen` treats the logarithms at both ends together, since \(1/x\to0\) in either direction. Inside it, `key` proves the change of variable by factoring \(x\) out of \(x-w\) and \(x^2\) out of \(1+s+x^2\). The limits `top` and `bot` supply the arctangent.

## The principal value

Separate the singular logarithm by writing \(F(x)=\ln|x-w|/D+R(x)\), with \(R\) continuous everywhere. The fundamental theorem of calculus on the two half-lines gives

\[
\begin{aligned}
&F(w-\varepsilon)-F(-\infty)+F(+\infty)-F(w+\varepsilon)\\
&\qquad=-\frac{\pi w}{aD}+R(w-\varepsilon)-R(w+\varepsilon),
\end{aligned}
\]

because both singular logarithms equal \(\ln\varepsilon\) and cancel. As \(\varepsilon\to0^+\) the difference of the \(R\) terms vanishes, leaving

\[
-\frac{\pi w}{aD}=\pi\,\frac{\operatorname{Re}\chi_s(w)}{\sqrt{1+s}} .
\]

```lean
/-- For saturation `s ≥ 0`, the principal value integral of `Im χ(x) / (x - w)` exists and equals
`π` times `Re χ(w) / √(1 + s)`. -/
theorem saturated_dispersion {s : ℝ} (hs : 0 ≤ s) (w : ℝ) :
    HasPrincipalValue (fun x : ℝ => (chi s x).im) w (π * ((chi s w).re / √(1 + s))) := by
  have i1 : ∀ ε > 0, IntegrableOn (fun x : ℝ => (chi s x).im / (x - w)) (Iic (w - ε)) :=
    fun ε hε => integrableOn_excised hs hε measurableSet_Iic
      fun x hx => le_abs.2 (Or.inr (by linarith [mem_Iic.1 hx]))
  have i2 : ∀ ε > 0, IntegrableOn (fun x : ℝ => (chi s x).im / (x - w)) (Ioi (w + ε)) :=
    fun ε hε => integrableOn_excised hs hε measurableSet_Ioi
      fun x hx => le_abs.2 (Or.inl (by linarith [mem_Ioi.1 hx]))
  refine ⟨fun ε hε => ⟨i1 ε hε, i2 ε hε⟩, ?_⟩
  -- split the primitive into its singular logarithm and a continuous remainder
  obtain ⟨R, hR, hP⟩ : ∃ R : ℝ → ℝ, Continuous R ∧
      ∀ x, primitive s w x = Real.log (x - w) / (1 + s + w ^ 2) + R x := by
    refine ⟨fun x => (-(Real.log (1 + s + x ^ 2) / 2)
      - w / √(1 + s) * Real.arctan (x / √(1 + s))) / (1 + s + w ^ 2), ?_, ?_⟩
    · have hl : Continuous fun x : ℝ => Real.log (1 + s + x ^ 2) :=
        Continuous.log (by fun_prop) (fun x => by positivity)
      exact ((hl.div_const 2).neg.sub
        (continuous_const.mul
          (Real.continuous_arctan.comp (continuous_id.div_const _)))).div_const _
    · intro x
      simp only [primitive]
      ring
  have hc : Continuous fun ε : ℝ =>
      π * ((chi s w).re / √(1 + s)) + (R (w - ε) - R (w + ε)) := by fun_prop
  have h0 := (hc.tendsto 0).mono_left (nhdsWithin_le_nhds (s := Ioi 0))
  simp only [sub_zero, add_zero, sub_self] at h0
  refine h0.congr' ?_
  filter_upwards [self_mem_nhdsWithin] with ε hε
  have hε' : 0 < ε := hε
  have h1 : ∫ x in Iic (w - ε), (chi s x).im / (x - w) = primitive s w (w - ε) - _ :=
    integral_Iic_of_hasDerivAt_of_tendsto'
      (fun x hx => hasDerivAt_primitive hs (by linarith [mem_Iic.1 hx] : x < w).ne)
      (i1 ε hε') (tendsto_primitive hs w).2
  have h2 : ∫ x in Ioi (w + ε), (chi s x).im / (x - w) = _ - primitive s w (w + ε) :=
    integral_Ioi_of_hasDerivAt_of_tendsto'
      (fun x hx => hasDerivAt_primitive hs (by linarith [mem_Ici.1 hx] : w < x).ne')
      (i2 ε hε') (tendsto_primitive hs w).1
  -- the singular logarithms on the two sides of the gap are equal
  have e : Real.log (w - ε - w) = Real.log (w + ε - w) := by
    rw [show w - ε - w = -(w + ε - w) by ring, Real.log_neg_eq_log]
  rw [h1, h2, hP, hP, e, (chi_re_im s w).1]
  ring
```

In words, for every \(s\ge0\) and every real \(w\), the principal value exists and has this value. The facts `i1` and `i2` provide absolute convergence, `h1` and `h2` are the fundamental theorem on the two half-lines, and `e` is the cancellation of the logarithms. The continuity statement `hc` then delivers the limit.

## Exactly where the relation holds

The Kramers–Kronig relation requires the same principal value to be \(\pi\operatorname{Re}\chi_s(w)\). A limit is unique, so the relation holds precisely when

\[
\operatorname{Re}\chi_s(w)\left(1-\frac1{\sqrt{1+s}}\right)=0 .
\]

The first factor vanishes only at \(w=0\), the second only at \(s=0\).

```lean
/-- For `s ≥ 0`, the Kramers-Kronig relation giving `Re χ(w)` from `Im χ` holds at detuning `w`
exactly when the saturation or the detuning vanishes. -/
theorem kramersKronig_iff {s : ℝ} (hs : 0 ≤ s) (w : ℝ) :
    HasPrincipalValue (fun x : ℝ => (chi s x).im) w (π * (chi s w).re) ↔ s = 0 ∨ w = 0 := by
  constructor
  · intro h
    by_cases hw : w = 0
    · exact Or.inr hw
    left
    have ha : √(1 + s) ≠ 0 := (Real.sqrt_pos.2 (by positivity)).ne'
    have hre : (chi s w).re ≠ 0 := by
      rw [(chi_re_im s w).1]
      exact div_ne_zero (neg_ne_zero.2 hw) (by positivity)
    -- a principal value is unique, so the factor √(1 + s) must be one
    have h1 := mul_left_cancel₀ Real.pi_ne_zero
      (tendsto_nhds_unique h.2 (saturated_dispersion hs w).2)
    rw [eq_div_iff ha] at h1
    have h2 : √(1 + s) = 1 := mul_left_cancel₀ hre (by rw [h1, mul_one])
    have h3 : √(1 + s) ^ 2 = 1 + s := Real.sq_sqrt (by positivity)
    rw [h2] at h3
    linarith
  · intro h
    have e : π * (chi s w).re = π * ((chi s w).re / √(1 + s)) := by
      rw [(chi_re_im s w).1]
      rcases h with rfl | rfl <;> simp
    rw [e]
    exact saturated_dispersion hs w
```

The forward direction compares the two limits with `tendsto_nhds_unique`, cancels \(\pi\) and the nonzero \(\operatorname{Re}\chi_s(w)\), and squares \(\sqrt{1+s}=1\). The reverse direction substitutes \(s=0\) or \(w=0\) into the previous theorem. Only the relation from absorption to dispersion is treated, not its converse.

For spectroscopy this means that, within this single-resonance steady-state model, transforming an absorption spectrum recorded at fixed saturating intensity underestimates the magnitude of the off-resonant dispersion by the factor \(\sqrt{1+s}\).

## A pole in the upper half-plane

The denominator factors as \(1+s+z^2=(z-ia)(z+ia)\). The residues of \(\chi_s\) at the two zeros are

\[
\frac{i-ia}{2ia}=-\frac{a-1}{2a},\qquad \frac{i+ia}{-2ia}=-\frac{a+1}{2a},
\]

and therefore, for \(z\ne\pm ia\),

\[
\chi_s(z)=-\frac{a-1}{2a}\,\frac1{z-ia}-\frac{a+1}{2a}\,\frac1{z+ia}.
\]

```lean
/-- For `s ≥ 0` and `z` away from `±i√(1 + s)`, the susceptibility is a sum of two simple pole
terms, the one at `i√(1 + s)` having coefficient `-(√(1 + s) - 1) / (2√(1 + s))`. -/
theorem chi_partial_fractions {s : ℝ} (hs : 0 ≤ s) {z : ℂ}
    (h1 : z - (√(1 + s) : ℝ) * Complex.I ≠ 0) (h2 : z + (√(1 + s) : ℝ) * Complex.I ≠ 0) :
    chi s z =
      -(((√(1 + s) : ℝ) - 1) / (2 * (√(1 + s) : ℝ))) / (z - (√(1 + s) : ℝ) * Complex.I)
      - (((√(1 + s) : ℝ) + 1) / (2 * (√(1 + s) : ℝ))) / (z + (√(1 + s) : ℝ) * Complex.I) := by
  obtain ⟨a, ha, ha2, hsq⟩ : ∃ a : ℝ, 0 < a ∧ a ^ 2 = 1 + s ∧ √(1 + s) = a :=
    ⟨_, Real.sqrt_pos.2 (by positivity), Real.sq_sqrt (by positivity), rfl⟩
  rw [hsq] at h1 h2 ⊢
  have hc : (a : ℂ) ^ 2 = 1 + s := by exact_mod_cast ha2
  have ha0 : (a : ℂ) ≠ 0 := by exact_mod_cast ha.ne'
  -- factor the denominator
  have hf : 1 + (s : ℂ) + z ^ 2 = (z - a * Complex.I) * (z + a * Complex.I) := by
    linear_combination -hc + (a : ℂ) ^ 2 * Complex.I_sq
  -- clear fractions with the two denominators as independent variables
  have key : ∀ p q : ℂ, p ≠ 0 → q ≠ 0 → p = z - a * Complex.I → q = z + a * Complex.I →
      (Complex.I - z) / (p * q)
        = -(((a : ℂ) - 1) / (2 * a)) / p - (((a : ℂ) + 1) / (2 * a)) / q := by
    intro p q hp hq ep eq
    field_simp
    rw [ep, eq]
    ring
  unfold chi
  rw [hf]
  exact key _ _ h1 h2 rfl rfl

end

end SaturatedAbsorber
```

The hypotheses `h1` and `h2` keep \(z\) away from the two points \(\pm ia\). The proof factors the denominator in `hf`, then clears fractions in `key` with the two factors as separate variables.

At \(s=0\) the first weight is zero and \(\chi_0(z)=-1/(z+i)\), whose only pole lies in the lower half-plane. For \(s>0\) the pole at \(+ia\) is present, and the usual contour argument for Kramers–Kronig, which needs analyticity in the upper half-plane, no longer applies. Causality itself is not violated: it implies that analyticity for a linear response function, whereas here the field being measured also changes the populations, by an amount that depends on its detuning.

```lean
#print axioms SaturatedAbsorber.kramersKronig_iff
-- 'SaturatedAbsorber.kramersKronig_iff' depends on axioms: [propext, Classical.choice, Quot.sound]
#print axioms SaturatedAbsorber.chi_partial_fractions
-- 'SaturatedAbsorber.chi_partial_fractions' depends on axioms: [propext, Classical.choice, Quot.sound]
```
